# A spin penalty with 2t > Es − E0 makes the lowest singlet level the ground level

Let \(H\) be a Hamiltonian on a finite-dimensional space that commutes with the total spin squared \(\hat S^2\), taken in units of \(\hbar^2\), for an even number of electrons. Let \(E_0\) be its lowest level and \(E_s\) its lowest singlet level. If \(2t > E_s - E_0\), then \(E_s\) is the lowest level of \(H + t\hat S^2\), and every eigenvector at that level is a singlet.

The physical problem is a singlet that lies above a triplet or another high-spin state. A search for the lowest energy then finds the wrong spin. The penalty leaves singlets where they are and lifts everything else. In configuration interaction the gap \(E_s - E_0\) is not known beforehand, but any \(t\) above half of an upper bound on it is large enough, provided that the finite determinant space respects spin symmetry. A \(t\) below \((E_s - E_0)/2\) can suffice when the states below the singlet have spin higher than a triplet.

## Levels and the penalised operator

```lean
import Mathlib

open scoped InnerProductSpace

namespace SpinPenalty

noncomputable section

variable {𝕜 E : Type*} [RCLike 𝕜] [NormedAddCommGroup E] [InnerProductSpace 𝕜 E]
```

The state space `E` is an inner product space over `𝕜`, which is either the real or the complex numbers.

```lean
/-- The real eigenvalues of an operator. -/
def levels (A : E →ₗ[𝕜] E) : Set ℝ :=
  {μ | ∃ v, v ≠ 0 ∧ A v = (μ : 𝕜) • v}
```

`levels A` is the set of real \(\mu\) with \(Av = \mu v\) for some \(v \neq 0\). The type `E →ₗ[𝕜] E` is that of linear operators on `E`, `•` multiplies a vector by a scalar, and `(μ : 𝕜)` reads the real number \(\mu\) as a scalar of `𝕜`.

```lean
/-- The real eigenvalues of `H` that have an eigenvector in the kernel of `S2`. -/
def singletLevels (H S2 : E →ₗ[𝕜] E) : Set ℝ :=
  {μ | ∃ v, v ≠ 0 ∧ S2 v = 0 ∧ H v = (μ : 𝕜) • v}
```

`S2` is the code's name for \(\hat S^2\). With \(\hbar = 1\) its eigenvalues are \(S(S+1)\), so singlets are the vectors with `S2 v = 0`. `singletLevels` collects the levels of \(H\) that have such an eigenvector.

```lean
/-- The penalised Hamiltonian `H + t S2`. -/
def penalised (H S2 : E →ₗ[𝕜] E) (t : ℝ) : E →ₗ[𝕜] E := H + (t : 𝕜) • S2
```

This is \(P = H + t\hat S^2\), with a real penalty strength \(t\).

## From a contaminated eigenvector to one of definite spin

```lean
/-- A symmetric operator on a finite-dimensional space that does not annihilate some vector
has a nonzero real eigenvalue. -/
theorem exists_nonzero_level [FiniteDimensional 𝕜 E] {T : E →ₗ[𝕜] E} (hT : T.IsSymmetric)
    {v : E} (hv : T v ≠ 0) :
    ∃ s : ℝ, s ≠ 0 ∧ ∃ w, w ≠ 0 ∧ T w = (s : 𝕜) • w := by
  by_contra h
  -- otherwise `T` vanishes on its own eigenbasis
  have hz : T = 0 := by
    refine (hT.eigenvectorBasis rfl).toBasis.ext fun i => ?_
    have hb := hT.apply_eigenvectorBasis rfl i
    have h0 : hT.eigenvalues rfl i = 0 := by
      by_contra hne
      exact h ⟨_, hne, _, (hT.eigenvectorBasis rfl).orthonormal.ne_zero i, hb⟩
    rw [OrthonormalBasis.coe_toBasis, hb, h0]
    simp
  exact hv (by simp [hz])
```

`IsSymmetric` means \(\langle Tx, y\rangle = \langle x, Ty\rangle\), the physicist's Hermitian. Suppose that \(T\) had no nonzero eigenvalue. Then it would send each vector of its orthonormal eigenbasis to zero, so \(T = 0\), which contradicts \(Tv \neq 0\).

```lean
/-- If `A` commutes with a symmetric `S2` in finite dimension and has, at a real eigenvalue, an
eigenvector outside the kernel of `S2`, then at the same eigenvalue it has one with a sharp nonzero
value of `S2`. -/
theorem exists_common_eigenvector [FiniteDimensional 𝕜 E] {A S2 : E →ₗ[𝕜] E}
    (hS : S2.IsSymmetric) (hc : A ∘ₗ S2 = S2 ∘ₗ A) {μ : ℝ} {v : E}
    (hv : A v = (μ : 𝕜) • v) (hSv : S2 v ≠ 0) :
    ∃ s : ℝ, s ≠ 0 ∧ ∃ w, w ≠ 0 ∧ S2 w = (s : 𝕜) • w ∧ A w = (μ : 𝕜) • w := by
  let W : Submodule 𝕜 E := LinearMap.ker (A - (μ : 𝕜) • LinearMap.id)
  have hW : ∀ x, x ∈ W ↔ A x = (μ : 𝕜) • x := by
    intro x
    simp [W, sub_eq_zero]
  -- the eigenspace is invariant under `S2`
  have hinv : ∀ x ∈ W, S2 x ∈ W := by
    intro x hx
    rw [hW] at hx ⊢
    have h := LinearMap.congr_fun hc x
    simp only [LinearMap.comp_apply] at h
    rw [h, hx, map_smul]
  have hT : (S2.restrict hinv).IsSymmetric := fun x y => hS x y
  obtain ⟨s, hs, w, hw, hsw⟩ := exists_nonzero_level hT (v := ⟨v, (hW v).2 hv⟩)
    (fun h => hSv (congrArg Subtype.val h))
  exact ⟨s, hs, w, fun h => hw (Subtype.ext h), congrArg Subtype.val hsw, (hW w).1 w.2⟩
```

An eigenvector \(v\) of \(A\) outside the kernel need not have definite spin: it may mix a singlet and a triplet that are degenerate. The theorem finds another eigenvector at the same \(\mu\) that has a definite nonzero value \(s\) of \(\hat S^2\).

Let \(W = \{x : Ax = \mu x\}\). For \(x \in W\),

\[ A\hat S^2 x = \hat S^2 A x = \mu\,\hat S^2 x , \]

so \(\hat S^2\) maps \(W\) into itself. Restricted to \(W\) it is still symmetric, and it does not annihilate \(v\). The previous theorem, applied inside \(W\), gives \(w \neq 0\) with \(\hat S^2 w = s w\) and \(s \neq 0\). Since \(w \in W\), also \(Aw = \mu w\).

The Lean device here is `S2.restrict hinv`. It takes the proof `hinv` that \(W\) is invariant and returns an operator on \(W\), treated as a space in its own right. An element of that space is a vector together with a proof that it lies in \(W\), which is why \(v\) enters as `⟨v, (hW v).2 hv⟩`. The inner product on \(W\) is that of `E`, so symmetry is inherited directly from `hS`. At the end, `congrArg Subtype.val` drops the membership proofs and returns the eigenvalue equation to `E`.

## The penalty lifts every other spin

```lean
/-- Let `H` commute with a symmetric `S2` whose nonzero eigenvalues are at least 2, in finite
dimension. For `t ≥ 0`, a real eigenvalue of `H + t S2` that has an eigenvector outside the kernel
of `S2` is at least `E0 + 2 t`, where `E0` bounds the real eigenvalues of `H` from below. -/
theorem contaminated_level_ge [FiniteDimensional 𝕜 E] {H S2 : E →ₗ[𝕜] E}
    (hS : S2.IsSymmetric) (hc : H ∘ₗ S2 = S2 ∘ₗ H)
    (hgap : ∀ s ∈ levels S2, s ≠ 0 → 2 ≤ s) {E0 t μ : ℝ}
    (h0 : E0 ∈ lowerBounds (levels H)) (ht : 0 ≤ t) {v : E}
    (hv : penalised H S2 t v = (μ : 𝕜) • v) (hSv : S2 v ≠ 0) : E0 + 2 * t ≤ μ := by
  have hP : penalised H S2 t ∘ₗ S2 = S2 ∘ₗ penalised H S2 t := by
    ext x
    have h := LinearMap.congr_fun hc x
    simp only [LinearMap.comp_apply] at h
    simp only [penalised, LinearMap.comp_apply, LinearMap.add_apply, LinearMap.smul_apply,
      map_add, map_smul, h]
  obtain ⟨s, hs, w, hw, hsw, hPw⟩ := exists_common_eigenvector hS hP hv hSv
  have h2 := hgap s ⟨w, hw, hsw⟩ hs
  -- removing the penalty leaves an eigenvalue of `H`
  have hH : μ - t * s ∈ levels H := by
    refine ⟨w, hw, ?_⟩
    simp only [penalised, LinearMap.add_apply, LinearMap.smul_apply, hsw] at hPw
    push_cast
    linear_combination (norm := module) hPw
  have h3 := h0 hH
  have h4 := mul_le_mul_of_nonneg_left h2 ht
  linarith
```

The hypothesis `hgap` says that nonzero eigenvalues of \(\hat S^2\) are at least 2. The number 2 is the triplet value \(1\cdot(1+1)\), the smallest nonzero one for an even number of electrons. In a truncated determinant space that \(\hat S^2\) leads out of, its projected matrix can have eigenvalues between 0 and 2, and the hypothesis then fails.

Since \(H\) commutes with \(\hat S^2\), so does \(P\). The previous theorem therefore supplies a \(w \neq 0\) with \(Pw = \mu w\), \(\hat S^2 w = s w\) and \(s \geq 2\). Subtracting the penalty gives

\[ Hw = (\mu - ts)\,w , \]

so \(\mu - ts\) is a level of \(H\) and is at least \(E_0\). With \(t \geq 0\),

\[ \mu \geq E_0 + ts \geq E_0 + 2t . \]

```lean
/-- Spin penalty: let `H` commute with a symmetric `S2` whose nonzero eigenvalues are at least 2,
in finite dimension. If `2 t > Es - E0`, with `E0` the lowest real eigenvalue of `H` and `Es` the
lowest on the kernel of `S2`, then `Es` is the lowest real eigenvalue of `H + t S2`, and its
eigenvectors are those of `H` at `Es` in the kernel. -/
theorem spin_penalty [FiniteDimensional 𝕜 E] {H S2 : E →ₗ[𝕜] E}
    (hS : S2.IsSymmetric) (hc : H ∘ₗ S2 = S2 ∘ₗ H)
    (hgap : ∀ s ∈ levels S2, s ≠ 0 → 2 ≤ s) {E0 Es t : ℝ}
    (h0 : IsLeast (levels H) E0) (hs : IsLeast (singletLevels H S2) Es)
    (ht : Es - E0 < 2 * t) :
    IsLeast (levels (penalised H S2 t)) Es ∧
      ∀ v, penalised H S2 t v = (Es : 𝕜) • v ↔ S2 v = 0 ∧ H v = (Es : 𝕜) • v := by
  obtain ⟨⟨u, hu, hSu, hHu⟩, hmin⟩ := hs
  have hE : E0 ≤ Es := h0.2 ⟨u, hu, hHu⟩
  have ht0 : 0 ≤ t := by linarith
  -- on the kernel the penalty is invisible
  have hker : ∀ v, S2 v = 0 → penalised H S2 t v = H v := by
    intro v hv
    simp [penalised, hv]
  refine ⟨⟨⟨u, hu, (hker u hSu).trans hHu⟩, ?_⟩, fun v => ⟨fun hv => ?_, fun hv => ?_⟩⟩
  · rintro μ ⟨v, hv, hPv⟩
    by_cases hSv : S2 v = 0
    · exact hmin ⟨v, hv, hSv, (hker v hSv).symm.trans hPv⟩
    · have h := contaminated_level_ge hS hc hgap h0.2 ht0 hPv hSv
      linarith
  · have hSv : S2 v = 0 := by
      by_contra hne
      have h := contaminated_level_ge hS hc hgap h0.2 ht0 hv hne
      linarith
    exact ⟨hSv, (hker v hSv).symm.trans hv⟩
  · exact (hker v hv.1).trans hv.2
```

`IsLeast` says that a number belongs to a set and bounds it from below. The hypothesis `hs` thus includes the existence of a singlet eigenvector \(u\) at \(E_s\).

Because \(E_s\) is itself a level of \(H\), \(E_0 \leq E_s\), and so \(t > 0\). On singlets \(P\) and \(H\) agree, hence \(Pu = E_s u\). Now take any \(v \neq 0\) with \(Pv = \mu v\):

- If \(\hat S^2 v = 0\), then \(Hv = \mu v\), and \(\mu \geq E_s\) by the definition of \(E_s\).
- If \(\hat S^2 v \neq 0\), then \(\mu \geq E_0 + 2t > E_s\).

So \(E_s\) is the lowest level of \(P\). At \(\mu = E_s\) the second case is impossible, which leaves exactly the singlet eigenvectors of \(H\) at \(E_s\). The `by_cases` line is this division into two cases.

In the limiting case \(E_s = E_0\), where the ground level already contains a singlet, any \(t > 0\) is enough.

The step from here to a molecule is the choice of basis: \(E_s\) is the lowest singlet level in the finite space, not that of the complete electronic problem.

## The penalised energy as a variational bound

```lean
/-- Variational principle: for a symmetric operator in finite dimension, a lower bound `e` of the
eigenvalues satisfies `e ‖x‖² ≤ Re ⟨x, A x⟩`, with equality exactly when `A x = e x`. -/
theorem energy_bound [FiniteDimensional 𝕜 E] {A : E →ₗ[𝕜] E} (hA : A.IsSymmetric) {e : ℝ}
    (he : e ∈ lowerBounds (levels A)) (x : E) :
    e * ‖x‖ ^ 2 ≤ RCLike.re ⟪x, A x⟫_𝕜 ∧
      (RCLike.re ⟪x, A x⟫_𝕜 = e * ‖x‖ ^ 2 ↔ A x = (e : 𝕜) • x) := by
  obtain ⟨b, l, hb⟩ : ∃ (b : OrthonormalBasis (Fin (Module.finrank 𝕜 E)) 𝕜 E)
      (l : Fin (Module.finrank 𝕜 E) → ℝ), ∀ i, A (b i) = (l i : 𝕜) • b i :=
    ⟨hA.eigenvectorBasis rfl, hA.eigenvalues rfl, hA.apply_eigenvectorBasis rfl⟩
  have hin : ∀ i, ⟪b i, A x⟫_𝕜 = (l i : 𝕜) * ⟪b i, x⟫_𝕜 := by
    intro i
    rw [← hA (b i) x, hb, inner_smul_left, RCLike.conj_ofReal]
  -- expand the excess energy in the eigenbasis
  have hsum : RCLike.re ⟪x, A x⟫_𝕜 - e * ‖x‖ ^ 2 = ∑ i, (l i - e) * ‖⟪b i, x⟫_𝕜‖ ^ 2 := by
    rw [← b.sum_inner_mul_inner x (A x), ← b.sum_sq_norm_inner_right x, map_sum,
      Finset.mul_sum, ← Finset.sum_sub_distrib]
    refine Finset.sum_congr rfl fun i _ => ?_
    have h : ⟪x, b i⟫_𝕜 * ((l i : 𝕜) * ⟪b i, x⟫_𝕜)
        = ((l i * ‖⟪b i, x⟫_𝕜‖ ^ 2 : ℝ) : 𝕜) := by
      rw [← inner_conj_symm x (b i)]
      push_cast
      rw [← RCLike.conj_mul]
      ring
    rw [hin, h, RCLike.ofReal_re]
    ring
  have hpos : ∀ i ∈ Finset.univ, 0 ≤ (l i - e) * ‖⟪b i, x⟫_𝕜‖ ^ 2 := fun i _ =>
    mul_nonneg (sub_nonneg.2 (he ⟨b i, b.orthonormal.ne_zero i, hb i⟩)) (sq_nonneg _)
  refine ⟨by linarith [Finset.sum_nonneg hpos], fun h => ?_, fun h => ?_⟩
  · rw [h, sub_self] at hsum
    have hz := (Finset.sum_eq_zero_iff_of_nonneg hpos).1 hsum.symm
    apply b.repr.injective
    ext i
    rw [b.repr_apply_apply, b.repr_apply_apply, hin, inner_smul_right]
    rcases mul_eq_zero.1 (hz i (Finset.mem_univ i)) with h1 | h1
    · rw [sub_eq_zero.1 h1]
    · rw [norm_eq_zero.1 (pow_eq_zero_iff two_ne_zero |>.1 h1), mul_zero, mul_zero]
  · rw [h, inner_smul_right, inner_self_eq_norm_sq_to_K, RCLike.re_ofReal_mul,
      ← RCLike.ofReal_pow, RCLike.ofReal_re]
```

Let \(b_i\) be an orthonormal eigenbasis of \(A\) with eigenvalues \(l_i\), all at least \(e\). Then

\[ \operatorname{Re}\langle x, Ax\rangle - e\|x\|^2 = \sum_i (l_i - e)\,|\langle b_i, x\rangle|^2 \geq 0 . \]

If the sum vanishes, each term does, so \(x\) has components only along those \(b_i\) with \(l_i = e\), and \(Ax = ex\). The converse follows by inserting \(Ax = ex\).

```lean
/-- Under the hypotheses of `spin_penalty` and for symmetric `H`, the penalised energy expectation
is at least `Es` times the squared norm, with equality exactly for vectors in the kernel of `S2`
that satisfy `H x = Es x`. -/
theorem penalised_energy_bound [FiniteDimensional 𝕜 E] {H S2 : E →ₗ[𝕜] E}
    (hH : H.IsSymmetric) (hS : S2.IsSymmetric) (hc : H ∘ₗ S2 = S2 ∘ₗ H)
    (hgap : ∀ s ∈ levels S2, s ≠ 0 → 2 ≤ s) {E0 Es t : ℝ}
    (h0 : IsLeast (levels H) E0) (hs : IsLeast (singletLevels H S2) Es)
    (ht : Es - E0 < 2 * t) (x : E) :
    Es * ‖x‖ ^ 2 ≤ RCLike.re ⟪x, penalised H S2 t x⟫_𝕜 ∧
      (RCLike.re ⟪x, penalised H S2 t x⟫_𝕜 = Es * ‖x‖ ^ 2 ↔
        S2 x = 0 ∧ H x = (Es : 𝕜) • x) := by
  have hP : (penalised H S2 t).IsSymmetric := by
    intro u v
    simp only [penalised, LinearMap.add_apply, LinearMap.smul_apply, inner_add_left,
      inner_add_right, inner_smul_left, inner_smul_right, RCLike.conj_ofReal, hH u v, hS u v]
  obtain ⟨hl, hiff⟩ := spin_penalty hS hc hgap h0 hs ht
  obtain ⟨h1, h2⟩ := energy_bound hP hl.2 x
  exact ⟨h1, h2.trans (hiff x)⟩
```

Here \(H\) must be symmetric too, which `spin_penalty` did not require. For a normalised trial vector the statement reads \(\langle x, Px\rangle \geq E_s\), with equality exactly when \(x\) is a singlet eigenvector of \(H\) at \(E_s\).

## At and below the threshold

```lean
/-- Sharpness: if `H` has an eigenvector at `E0` with `S2` eigenvalue 2 and `2 t ≤ Es - E0`, then
`Es` is not the lowest real eigenvalue of `H + t S2` with all its eigenvectors in the kernel. -/
theorem threshold_sharp {H S2 : E →ₗ[𝕜] E} {E0 Es t : ℝ} {w : E} (hw : w ≠ 0)
    (hH : H w = (E0 : 𝕜) • w) (hS : S2 w = (2 : 𝕜) • w) (ht : 2 * t ≤ Es - E0) :
    ¬ (IsLeast (levels (penalised H S2 t)) Es ∧
      ∀ v, penalised H S2 t v = (Es : 𝕜) • v → S2 v = 0) := by
  rintro ⟨hl, hk⟩
  have hP : penalised H S2 t w = ((E0 + 2 * t : ℝ) : 𝕜) • w := by
    simp only [penalised, LinearMap.add_apply, LinearMap.smul_apply, hH, hS]
    push_cast
    module
  have h1 : Es = E0 + 2 * t := le_antisymm (hl.2 ⟨w, hw, hP⟩) (by linarith)
  have h2 := hk w (by rw [h1]; exact hP)
  rw [hS] at h2
  exact (smul_ne_zero two_ne_zero hw) h2
```

Suppose that the level \(E_0\) has a triplet eigenvector \(w\). Then \(Pw = (E_0 + 2t)w\). If \(2t < E_s - E_0\), this lies below \(E_s\). If \(2t = E_s - E_0\), the triplet sits exactly at \(E_s\), and the lowest level is not purely singlet. The strict inequality is therefore needed in this situation.

## Two spins, the smallest case with a triplet below a singlet

```lean
local notation "V₂" => EuclideanSpace ℝ (Fin 2)

/-- Total spin squared of two spins one-half, in the basis up-down, down-up. -/
def pairSpinSq : V₂ →ₗ[ℝ] V₂ where
  toFun v := !₂[v 0 + v 1, v 0 + v 1]
  map_add' u v := by ext i; fin_cases i <;> simp <;> ring
  map_smul' c v := by ext i; fin_cases i <;> simp <;> ring
```

Two spins one-half with total \(M_S = 0\) have the basis up-down, down-up, with components \(v_0\) and \(v_1\). In it

\[ \hat S^2 = \begin{pmatrix} 1 & 1 \\ 1 & 1 \end{pmatrix}. \]

The triplet \((1,1)/\sqrt2\) has eigenvalue 2 and the singlet \((1,-1)/\sqrt2\) has eigenvalue 0. The code uses both vectors without the factor \(1/\sqrt2\).

```lean
/-- Exchange coupling that swaps the two spins with amplitude `-1`, in the same basis. -/
def pairExchange : V₂ →ₗ[ℝ] V₂ where
  toFun v := !₂[-v 1, -v 0]
  map_add' u v := by ext i; fin_cases i <;> simp <;> ring
  map_smul' c v := by ext i; fin_cases i <;> simp
```

The coupling sends \((v_0, v_1)\) to \((-v_1, -v_0)\). This puts the triplet at \(-1\) and the singlet at \(+1\), in arbitrary energy units.

```lean
/-- The exchange-coupled spin pair meets the hypotheses of the spin penalty theorems, with
`E0 = -1`, `Es = 1` and `t = 2`. -/
theorem spin_penalty_witness :
    pairExchange.IsSymmetric ∧ pairSpinSq.IsSymmetric ∧
    pairExchange ∘ₗ pairSpinSq = pairSpinSq ∘ₗ pairExchange ∧
    (∀ s ∈ levels pairSpinSq, s ≠ 0 → 2 ≤ s) ∧
    IsLeast (levels pairExchange) (-1) ∧
    IsLeast (singletLevels pairExchange pairSpinSq) 1 ∧ (1 : ℝ) - (-1) < 2 * 2 := by
  have hext : ∀ v : V₂, v 0 = 0 → v 1 = 0 → v = 0 := by
    intro v h0 h1
    ext i
    fin_cases i
    · exact h0
    · exact h1
  have hX : ∀ (μ : ℝ) (v : V₂), pairExchange v = ((μ : ℝ) : ℝ) • v →
      -v 1 = μ * v 0 ∧ -v 0 = μ * v 1 := fun μ v h =>
    ⟨by simpa [pairExchange] using congrArg (fun u : V₂ => u 0) h,
      by simpa [pairExchange] using congrArg (fun u : V₂ => u 1) h⟩
  refine ⟨?_, ?_, ?_, ?_, ⟨?_, ?_⟩, ⟨?_, ?_⟩, by norm_num⟩
  · intro u v
    simp [pairExchange, PiLp.inner_apply, Fin.sum_univ_two]
    ring
  · intro u v
    simp [pairSpinSq, PiLp.inner_apply, Fin.sum_univ_two]
    ring
  · refine LinearMap.ext fun v => ?_
    ext i
    fin_cases i <;> simp [pairExchange, pairSpinSq]
  · rintro s ⟨v, hv, h⟩ hs
    have h0 : v 0 + v 1 = s * v 0 := by
      simpa [pairSpinSq] using congrArg (fun u : V₂ => u 0) h
    have h1 : v 0 + v 1 = s * v 1 := by
      simpa [pairSpinSq] using congrArg (fun u : V₂ => u 1) h
    have e : v 0 = v 1 := mul_left_cancel₀ hs (h0.symm.trans h1)
    have hne : v 0 ≠ 0 := fun hz => hv (hext v hz (e.symm.trans hz))
    have h2 : (s - 2) * v 0 = 0 := by linear_combination -h0 - e
    have h3 := (mul_eq_zero.1 h2).resolve_right hne
    linarith
  · refine ⟨!₂[1, 1], fun h => ?_, ?_⟩
    · simpa using congrArg (fun u : V₂ => u 0) h
    · ext i
      fin_cases i <;> simp [pairExchange]
  · rintro μ ⟨v, hv, h⟩
    obtain ⟨h0, h1⟩ := hX μ v h
    by_contra hlt
    have hμ : μ < -1 := not_le.1 hlt
    have ha : (μ + 1) * (v 0 + v 1) = 0 := by linear_combination -h0 - h1
    have hb : (μ - 1) * (v 0 - v 1) = 0 := by linear_combination -h0 + h1
    have ha' := (mul_eq_zero.1 ha).resolve_left (fun hz => by linarith)
    have hb' := (mul_eq_zero.1 hb).resolve_left (fun hz => by linarith)
    exact hv (hext v (by linarith) (by linarith))
  · refine ⟨!₂[1, -1], fun h => ?_, ?_, ?_⟩
    · simpa using congrArg (fun u : V₂ => u 0) h
    · ext i
      fin_cases i <;> simp [pairSpinSq]
    · ext i
      fin_cases i <;> simp [pairExchange]
  · rintro μ ⟨v, hv, hS, h⟩
    obtain ⟨h0, -⟩ := hX μ v h
    have hs : v 0 + v 1 = 0 := by
      simpa [pairSpinSq] using congrArg (fun u : V₂ => u 0) hS
    have hne : v 0 ≠ 0 := fun hz => hv (hext v hz (by linarith))
    have h2 : (μ - 1) * v 0 = 0 := by linear_combination -h0 - hs
    have h3 := (mul_eq_zero.1 h2).resolve_right hne
    linarith

end

end SpinPenalty
```

The theorem confirms every hypothesis for this pair. Symmetry and commutation are computed directly, and the bounds on the levels come from the eigenvalue equations in components. For instance, a level \(\mu\) of the coupling satisfies

\[ (\mu+1)(v_0+v_1) = 0, \qquad (\mu-1)(v_0-v_1) = 0 , \]

so \(\mu < -1\) would force \(v = 0\). With \(t = 2\) the triplet moves to \(-1 + 2\cdot 2 = 3\), while the singlet stays at 1 and becomes the ground state. At \(t = 1\) the two would be degenerate.

```lean
#print axioms SpinPenalty.spin_penalty
#print axioms SpinPenalty.penalised_energy_bound
#print axioms SpinPenalty.threshold_sharp
```

```
'SpinPenalty.spin_penalty' depends on axioms: [propext, Classical.choice, Quot.sound]
'SpinPenalty.penalised_energy_bound' depends on axioms: [propext, Classical.choice, Quot.sound]
'SpinPenalty.threshold_sharp' depends on axioms: [propext, Classical.choice, Quot.sound]
```
